# Packed antisymmetric two-particle matrices: a factor of two for each matrix under the trace

Let two electrons fill the spin orbitals 1 and 2. Their two-particle density matrix, $D_{ij,kl}=\langle a_k^\dagger a_l^\dagger a_j a_i\rangle$, has four nonzero entries:

$$D_{12,12}=D_{21,21}=d,\qquad D_{12,21}=D_{21,12}=-d,\qquad d=1.$$

A program that stores only the entries with $i<j$ and $k<l$ keeps the single number $d$. Squaring the full matrix gives

$$(D^2)_{12,12}=D_{12,12}D_{12,12}+D_{12,21}D_{21,12}=d^2+(-d)^2=2d^2,$$

whereas squaring the stored number gives $d^2$. The full product passes through the intermediate pair twice, as 12 and as 21, and the two signs cancel. Likewise $\operatorname{trace}D^2=4d^2$. The same counting holds for any finite set of orbitals and any power $m\ge1$.

## Orbital pairs and their signs

The orbitals form a finite type `ι` with a linear order. The order is only a labelling, used to choose one representative of each pair.

```lean
import Mathlib

open Matrix

namespace PackedPairMatrices

variable {ι : Type*} [Fintype ι] [LinearOrder ι]
```

The retained pairs are those with $i<j$.

```lean
/-- The orbital pairs `i < j` kept in packed storage. -/
abbrev OrdPair (ι : Type*) [LinearOrder ι] := {p : ι × ι // p.1 < p.2}
```

Exchanging two fermions changes the sign, so $D_{ji,kl}=-D_{ij,kl}$ and $D_{ij,lk}=-D_{ij,kl}$. For a density matrix both relations follow from the anticommutation of the operators $a_i$. That step is taken as a hypothesis here: `D` is any complex matrix on ordered pairs with the stated signs. Hermiticity, positivity and particle number play no part, so N-representability is not addressed. Spin-summed matrices over spatial orbitals generally lack these signs.

The row condition comes first.

```lean
/-- The matrix changes sign when the two orbitals of its row pair are exchanged. -/
def RowAntisymm (D : Matrix (ι × ι) (ι × ι) ℂ) : Prop :=
  ∀ i j q, D (j, i) q = -D (i, j) q
```

The column condition is separate, because the product rule needs only one condition on each factor.

```lean
/-- The matrix changes sign when the two orbitals of its column pair are exchanged. -/
def ColAntisymm (D : Matrix (ι × ι) (ι × ι) ℂ) : Prop :=
  ∀ p k l, D p (l, k) = -D p (k, l)
```

Both conditions hold for the density matrix, and also for antisymmetrised two-electron integrals.

```lean
/-- The matrix is antisymmetric in its row pair and in its column pair. -/
def PairAntisymm (D : Matrix (ι × ι) (ι × ι) ℂ) : Prop :=
  RowAntisymm D ∧ ColAntisymm D
```

Packing, written $p(D)$ below and `packed D` in Lean, copies entries without rescaling. In the code, the letter `p` usually denotes a pair.

```lean
/-- Packed storage: only the entries with row pair `i < j` and column pair `k < l`. -/
def packed (D : Matrix (ι × ι) (ι × ι) ℂ) : Matrix (OrdPair ι) (OrdPair ι) ℂ :=
  fun p q => D p.1 q.1
```

## Each unordered pair is counted twice

Let $f(j,i)=f(i,j)$ and $f(i,i)=0$. Then

$$\sum_{i,j}f(i,j)=\sum_{i<j}f(i,j)+\sum_{j<i}f(i,j)=2\sum_{i<j}f(i,j).$$

In the proof, `hsplit` separates the cases $i<j$, $i=j$ and $i>j$, `hswap` exchanges the orbitals in the second sum, and `hsub` identifies a restricted sum with a sum over `OrdPair ι`.

```lean
/-- A sum over all orbital pairs is twice the sum over `i < j`, if the summand is symmetric
under exchange and vanishes for doubly occupied pairs. -/
theorem sum_pairs (f : ι × ι → ℂ) (hs : ∀ i j, f (j, i) = f (i, j))
    (hd : ∀ i, f (i, i) = 0) : ∑ p, f p = 2 * ∑ p : OrdPair ι, f p.1 := by
  have hsub : ∑ p : OrdPair ι, f p.1 = ∑ p : ι × ι, if p.1 < p.2 then f p else 0 := by
    rw [← Finset.sum_filter]
    exact (Finset.sum_subtype (Finset.univ.filter (fun p : ι × ι => p.1 < p.2))
      (by simp) f).symm
  -- exchanging the orbitals maps the pairs i > j onto the pairs i < j
  have hswap : (∑ p : ι × ι, if p.2 < p.1 then f p else 0)
      = ∑ p : ι × ι, if p.1 < p.2 then f p else 0 := by
    refine Fintype.sum_equiv (Equiv.prodComm ι ι) _ _ ?_
    rintro ⟨i, j⟩
    show (if j < i then f (i, j) else 0) = if j < i then f (j, i) else 0
    rw [hs i j]
  have hsplit : ∀ p : ι × ι, f p
      = (if p.1 < p.2 then f p else 0) + (if p.2 < p.1 then f p else 0) := by
    rintro ⟨i, j⟩
    rcases lt_trichotomy i j with h | h | h
    · simp [h, lt_asymm h]
    · simp [h, hd]
    · simp [h, lt_asymm h]
  calc ∑ p, f p = ∑ p : ι × ι,
        ((if p.1 < p.2 then f p else 0) + (if p.2 < p.1 then f p else 0)) :=
        Finset.sum_congr rfl fun p _ => hsplit p
    _ = 2 * ∑ p : OrdPair ι, f p.1 := by
        rw [Finset.sum_add_distrib, hswap, hsub]
        ring
```

## The product rule

Suppose $D$ is antisymmetric in its column pair and $E$ in its row pair. For fixed outer pairs, put $f(a,b)=D_{ij,ab}E_{ab,kl}$. Exchanging $a$ and $b$ gives two minus signs, so $f$ is symmetric. On the diagonal $D_{ij,aa}=-D_{ij,aa}$, hence $D_{ij,aa}=0$. Therefore

$$(DE)_{ij,kl}=2\sum_{a<b}D_{ij,ab}E_{ab,kl},\qquad\text{that is}\qquad p(DE)=2\,p(D)\,p(E).$$

The last two arguments passed to `sum_pairs` are these two checks.

```lean
/-- Product rule of packed storage: `p(DE) = 2 p(D) p(E)` if `D` is antisymmetric in its
column pair and `E` in its row pair. -/
theorem packed_mul {D E : Matrix (ι × ι) (ι × ι) ℂ} (hD : ColAntisymm D)
    (hE : RowAntisymm E) : packed (D * E) = (2 : ℂ) • (packed D * packed E) := by
  ext p q
  -- the two signs from exchanging the intermediate pair cancel
  have h := sum_pairs (fun r => D p.1 r * E r q.1)
    (fun i j => by
      show D p.1 (j, i) * E (j, i) q.1 = D p.1 (i, j) * E (i, j) q.1
      rw [hD p.1 i j, hE i j q.1]
      ring)
    (fun i => by
      show D p.1 (i, i) * E (i, i) q.1 = 0
      have h0 : D p.1 (i, i) = 0 := by linear_combination (1 / 2) * hD p.1 i i
      rw [h0, zero_mul])
  show (D * E) p.1 q.1 = 2 * (packed D * packed E) p q
  rw [Matrix.mul_apply, Matrix.mul_apply]
  exact h
```

## Powers

The rows of $DE$ inherit their sign from $D$, and its columns from $E$:

$$(DE)_{ji,kl}=-(DE)_{ij,kl},\qquad (DE)_{ij,lk}=-(DE)_{ij,kl}.$$

```lean
omit [LinearOrder ι] in
/-- The product of two matrices antisymmetric in both pairs is antisymmetric in both pairs. -/
theorem PairAntisymm.mul {D E : Matrix (ι × ι) (ι × ι) ℂ} (hD : PairAntisymm D)
    (hE : PairAntisymm E) : PairAntisymm (D * E) := by
  constructor
  · intro i j q
    simp only [Matrix.mul_apply, hD.1 i j, neg_mul, Finset.sum_neg_distrib]
  · intro p k l
    simp only [Matrix.mul_apply, hE.2 _ k l, mul_neg, Finset.sum_neg_distrib]
```

Induction now gives $p(D^{m+1})=2^m p(D)^{m+1}$. The case $m=0$ is immediate, and the step is

$$p(D^{m+2})=2\,p(D^{m+1})\,p(D)=2^{m+1}p(D)^{m+2}.$$

The theorem carries the antisymmetry of $D^{m+1}$ through the same induction: the product rule uses the column condition at each step, and the trace formula below uses both conditions.

```lean
/-- For `D` antisymmetric in both pairs, the power `D^(m+1)` is so too, and its packed form
is `2^m p(D)^(m+1)`. -/
theorem packed_pow {D : Matrix (ι × ι) (ι × ι) ℂ} (hD : PairAntisymm D) (m : ℕ) :
    PairAntisymm (D ^ (m + 1)) ∧
      packed (D ^ (m + 1)) = (2 : ℂ) ^ m • packed D ^ (m + 1) := by
  induction m with
  | zero => exact ⟨by simpa using hD, by simp⟩
  | succ m ih =>
    rw [pow_succ D (m + 1)]
    refine ⟨ih.1.mul hD, ?_⟩
    -- each further factor of D brings one further factor of two
    rw [packed_mul ih.1.2 hD.1, ih.2, smul_mul_assoc, smul_smul,
      pow_succ (packed D) (m + 1), pow_succ' (2 : ℂ) m]
```

## Traces

The trace supplies one more factor of two. Since $D_{ji,ji}=(-1)^2D_{ij,ij}$ and $D_{ii,ii}=0$, the diagonal satisfies the conditions on $f$, so $\operatorname{trace}D=2\operatorname{trace}p(D)$.

```lean
/-- The full trace is twice the packed trace, for `D` antisymmetric in both pairs. -/
theorem trace_eq_two_mul {D : Matrix (ι × ι) (ι × ι) ℂ} (hD : PairAntisymm D) :
    trace D = 2 * trace (packed D) := by
  refine sum_pairs (fun r => D r r) (fun i j => ?_) (fun i => ?_)
  · show D (j, i) (j, i) = D (i, j) (i, j)
    rw [hD.1 i j, hD.2 _ i j, neg_neg]
  · show D (i, i) (i, i) = 0
    linear_combination (1 / 2) * hD.1 i i (i, i)
```

Write $m=k+1$. Then

$$\operatorname{trace}D^{k+1}=2\operatorname{trace}p(D^{k+1})=2\cdot2^k\operatorname{trace}p(D)^{k+1}.$$

This is the main theorem: $\operatorname{trace}D^m=2^m\operatorname{trace}p(D)^m$ for every $m\ge1$. At $m=0$ and $n\ge1$ orbitals the formula fails, because the identity matrices have the different traces $n^2$ and $n(n-1)/2$.

```lean
/-- Main theorem: `trace(D^m) = 2^m trace(p(D)^m)` for every `m ≥ 1` and every `D`
antisymmetric in both pairs. -/
theorem trace_pow_packed {D : Matrix (ι × ι) (ι × ι) ℂ} (hD : PairAntisymm D)
    {m : ℕ} (hm : 1 ≤ m) : trace (D ^ m) = 2 ^ m * trace (packed D ^ m) := by
  obtain ⟨k, rfl⟩ := Nat.exists_eq_add_of_le' hm
  rw [trace_eq_two_mul (packed_pow hD k).1, (packed_pow hD k).2, Matrix.trace_smul,
    smul_eq_mul]
  ring
```

For a numerical instance, take three orbitals and order the packed pairs as 12, 13, 23. The matrix below only illustrates the algebra. It is not a density matrix, since $D_{13,13}$ would then be the probability that spin orbitals 1 and 3 are both occupied, and here it equals 2:

$$p(D)=\begin{pmatrix}1&1&0\\1&2&0\\0&0&0\end{pmatrix},\qquad \operatorname{trace}p(D)^2=1+1+1+4=7.$$

The full matrix is real and symmetric, so $\operatorname{trace}D^2$ is the sum of its squared entries. Each packed entry occurs four times up to sign, which gives $4\cdot7=28=2^2\cdot7$.

Row antisymmetry alone is not enough. With two orbitals, let $D_{12,12}=1$, $D_{21,12}=-1$ and all other entries vanish. Then $D^2=D$ and $p(D)=1$, so $p(D^2)=1$ instead of 2, and $\operatorname{trace}D^m=1$ instead of $2^m$.

## Contraction with two-electron integrals

For two matrices antisymmetric in both pairs,

$$\operatorname{trace}(DE)=2\operatorname{trace}p(DE)=4\operatorname{trace}\bigl(p(D)p(E)\bigr).$$

In electronic-structure codes with a finite spin-orbital basis, this factor cancels the prefactor in the interaction energy $\tfrac14\sum_{ijkl}\langle ij\Vert kl\rangle D_{kl,ij}$, where $\langle ij\Vert kl\rangle$ are the antisymmetrised integrals.

```lean
/-- Contracting two matrices antisymmetric in both pairs, such as antisymmetrised two-electron
integrals with a density matrix, gives four times the packed contraction. -/
theorem trace_mul_packed {D E : Matrix (ι × ι) (ι × ι) ℂ} (hD : PairAntisymm D)
    (hE : PairAntisymm E) : trace (D * E) = 4 * trace (packed D * packed E) := by
  rw [trace_eq_two_mul (hD.mul hE), packed_mul hD.2 hE.1, Matrix.trace_smul, smul_eq_mul]
  ring
```

## Recovering the full matrix, and idempotency

The packed entries determine the rest: exchanged pairs follow by a sign, and entries with a repeated orbital in either pair vanish. The proof applies this first to the columns of rows with $i<j$ (`key`), then to all rows.

```lean
omit [Fintype ι] in
/-- Packing loses nothing: two matrices antisymmetric in both pairs with the same packed form
are equal. -/
theorem eq_of_packed_eq {D E : Matrix (ι × ι) (ι × ι) ℂ} (hD : PairAntisymm D)
    (hE : PairAntisymm E) (h : packed D = packed E) : D = E := by
  -- first recover all columns of the rows i < j, then all rows
  have key : ∀ i j, i < j → ∀ q, D (i, j) q = E (i, j) q := by
    rintro i j hij ⟨k, l⟩
    rcases lt_trichotomy k l with hkl | hkl | hkl
    · exact congrFun (congrFun h ⟨(i, j), hij⟩) ⟨(k, l), hkl⟩
    · rw [hkl]
      linear_combination (1 / 2) * hD.2 (i, j) l l - (1 / 2) * hE.2 (i, j) l l
    · rw [hD.2 _ l k, hE.2 _ l k]
      exact congrArg Neg.neg (congrFun (congrFun h ⟨(i, j), hij⟩) ⟨(l, k), hkl⟩)
  ext ⟨i, j⟩ q
  rcases lt_trichotomy i j with hij | hij | hij
  · exact key i j hij q
  · rw [hij]
    linear_combination (1 / 2) * hD.1 j j q - (1 / 2) * hE.1 j j q
  · rw [hD.1 j i, hE.1 j i, key j i hij q]
```

Consequently $D^2=2D$ exactly when $p(D)^2=p(D)$. In one direction, pack both sides and cancel the 2. In the other, $p(D^2)=2p(D)^2=2p(D)=p(2D)$, and equal packed forms give equal matrices. The two-particle density matrix of a pure two-electron state, normalised to trace 2 as in the opening example, satisfies both.

```lean
/-- For `D` antisymmetric in both pairs, `D² = 2D` holds exactly when the packed matrix is
idempotent. -/
theorem packed_idempotent_iff {D : Matrix (ι × ι) (ι × ι) ℂ} (hD : PairAntisymm D) :
    D * D = (2 : ℂ) • D ↔ packed D * packed D = packed D := by
  constructor
  · intro h
    have h2 : (2 : ℂ) • (packed D * packed D) = (2 : ℂ) • packed D := by
      rw [← packed_mul hD.2 hD.1, h]
      rfl
    ext p q
    have h3 := congrFun (congrFun h2 p) q
    simp only [Matrix.smul_apply, smul_eq_mul] at h3
    linear_combination (1 / 2) * h3
  · intro h
    have hS : PairAntisymm ((2 : ℂ) • D) := by
      constructor
      · intro i j q
        show 2 * D (j, i) q = -(2 * D (i, j) q)
        rw [hD.1 i j]
        ring
      · intro p k l
        show 2 * D p (l, k) = -(2 * D p (k, l))
        rw [hD.2 p k l]
        ring
    refine eq_of_packed_eq (hD.mul hD) hS ?_
    rw [packed_mul hD.2 hD.1, h]
    rfl
```

## The antisymmetrised identity

The matrix $\Delta_{ij,kl}=\delta_{ik}\delta_{jl}-\delta_{il}\delta_{jk}$ is twice the projector onto antisymmetric pair functions.

```lean
/-- The antisymmetrised identity `δ_ik δ_jl - δ_il δ_jk` on orbital pairs. -/
def antisymmDelta : Matrix (ι × ι) (ι × ι) ℂ := fun p q =>
  (1 : Matrix ι ι ℂ) p.1 q.1 * (1 : Matrix ι ι ℂ) p.2 q.2
    - (1 : Matrix ι ι ℂ) p.1 q.2 * (1 : Matrix ι ι ℂ) p.2 q.1
```

Exchanging $i,j$ or $k,l$ swaps its two terms, so it has both signs. For $i<j$ and $k<l$, a nonzero exchange term would require $i<j=k<l=i$, which is impossible. What remains is $\delta_{ik}\delta_{jl}$, the packed identity; `h0` in the proof is the vanishing of the exchange term.

```lean
omit [Fintype ι] in
/-- The antisymmetrised identity is antisymmetric in both pairs, and its packed form is the
identity matrix. -/
theorem antisymmDelta_witness :
    PairAntisymm (antisymmDelta (ι := ι)) ∧ packed (antisymmDelta (ι := ι)) = 1 := by
  refine ⟨⟨fun i j q => ?_, fun p k l => ?_⟩, ?_⟩
  · simp only [antisymmDelta]
    ring
  · simp only [antisymmDelta]
    ring
  · ext ⟨⟨i, j⟩, hij⟩ ⟨⟨k, l⟩, hkl⟩
    -- the exchange term would need i < j = k < l = i
    have h0 : (1 : Matrix ι ι ℂ) i l * (1 : Matrix ι ι ℂ) j k = 0 := by
      by_cases h : i = l
      · have h' : j ≠ k := by
          rintro rfl
          subst h
          exact lt_asymm hij hkl
        rw [Matrix.one_apply_ne h', mul_zero]
      · rw [Matrix.one_apply_ne h, zero_mul]
    show (1 : Matrix ι ι ℂ) i k * (1 : Matrix ι ι ℂ) j l
      - (1 : Matrix ι ι ℂ) i l * (1 : Matrix ι ι ℂ) j k = _
    rw [h0, sub_zero]
    by_cases h1 : i = k <;> by_cases h2 : j = l <;> simp [Matrix.one_apply, h1, h2]

end PackedPairMatrices
```

```lean
#print axioms PackedPairMatrices.trace_pow_packed
-- 'PackedPairMatrices.trace_pow_packed' depends on axioms: [propext, Classical.choice, Quot.sound]
#print axioms PackedPairMatrices.trace_mul_packed
-- 'PackedPairMatrices.trace_mul_packed' depends on axioms: [propext, Classical.choice, Quot.sound]
#print axioms PackedPairMatrices.packed_idempotent_iff
-- 'PackedPairMatrices.packed_idempotent_iff' depends on axioms: [propext, Classical.choice, Quot.sound]
```
